# The difference of two confined spherical charge densities has zero exterior potential exactly when their total charges agree

The theorem `compensated_exterior_iff` concerns two spherically symmetric charge densities, `ρ` and a compensation density `g`, given as continuous real functions of the radius that vanish beyond a common radius `a > 0`. It states that the electrostatic potential of `ρ - g`, in Gaussian units, is zero at every radius `r ≥ a` if and only if `ρ` and `g` have the same total charge. The proof first shows that the total charge of the difference is the difference of the total charges, by reducing the integrals to the finite interval from `0` to `a`. It then uses `exterior_potential`, by which the potential outside is the total charge divided by `r`, and takes `r = a` to get equality of the charges from the vanishing potential.

The first attempt, which Lean rejects:

```lean
import Mathlib

open MeasureTheory Set Filter Topology

namespace CompensationCharges

noncomputable section

/-- The electrostatic potential at radius `r` of a spherically symmetric charge density `ρ`,
in Gaussian units. -/
def potential (ρ : ℝ → ℝ) (r : ℝ) : ℝ :=
  4 * Real.pi / r * (∫ s in (0 : ℝ)..r, ρ s * s ^ 2) + 4 * Real.pi * ∫ s in Ioi r, ρ s * s

/-- The total charge of a spherically symmetric density. -/
def totalCharge (ρ : ℝ → ℝ) : ℝ :=
  4 * Real.pi * ∫ s in Ioi (0 : ℝ), ρ s * s ^ 2

/-- The integral from `x` to infinity of a function that vanishes beyond `a` is its integral
from `x` to `a`. -/
theorem tail_integral {f : ℝ → ℝ} {a : ℝ} (hf : ∀ s, a < s → f s = 0) (x : ℝ) :
    ∫ s in Ioi x, f s = ∫ s in x..a, f s := by
  rcases le_total x a with h | h
  · rw [intervalIntegral.integral_of_le h]
    apply setIntegral_eq_of_subset_of_forall_sdiff_eq_zero measurableSet_Ioi
    · intro s hs
      exact hs.1
    · intro s hs
      apply hf
      by_contra hsa
      exact hs.2 ⟨hs.1, not_lt.mp hsa⟩
  · -- beyond `a` both integrals vanish
    have h1 : ∫ s in Ioi x, f s = 0 :=
      setIntegral_eq_zero_of_forall_eq_zero (fun s hs => hf s (lt_of_le_of_lt h hs))
    have h2 : ∫ s in Ioc a x, f s = 0 :=
      setIntegral_eq_zero_of_forall_eq_zero (fun s hs => hf s hs.1)
    rw [intervalIntegral.integral_of_ge h, h1, h2, neg_zero]

/-- Outside a spherical charge distribution of radius `a` the potential is that of a point
charge carrying the total charge. -/
theorem exterior_potential {ρ : ℝ → ℝ} {a r : ℝ} (ha : 0 < a)
    (hρ : ∀ s, a < s → ρ s = 0) (hr : a ≤ r) :
    potential ρ r = totalCharge ρ / r := by
  have hr0 : 0 < r := lt_of_lt_of_le ha hr
  have houter : ∫ s in Ioi r, ρ s * s = 0 :=
    setIntegral_eq_zero_of_forall_eq_zero
      (fun s hs => by rw [hρ s (lt_of_le_of_lt hr hs), zero_mul])
  have hinner : ∫ s in Ioi (0 : ℝ), ρ s * s ^ 2 = ∫ s in (0 : ℝ)..r, ρ s * s ^ 2 :=
    tail_integral (fun s hs => by rw [hρ s (lt_of_le_of_lt hr hs), zero_mul]) 0
  unfold potential totalCharge
  rw [houter, hinner]
  field_simp
  ring

/-- Subtracting a compensation density `g` from `ρ`, both confined to radius `a`, removes the
potential everywhere outside exactly when the two carry the same total charge. -/
theorem compensated_exterior_iff {ρ g : ℝ → ℝ} {a : ℝ} (ha : 0 < a)
    (hρc : Continuous ρ) (hgc : Continuous g)
    (hρ : ∀ s, a < s → ρ s = 0) (hg : ∀ s, a < s → g s = 0) :
    (∀ r, a ≤ r → potential (fun s => ρ s - g s) r = 0) ↔ totalCharge ρ = totalCharge g := by
  have hd : ∀ s, a < s → ρ s - g s = 0 := fun s hs => by rw [hρ s hs, hg s hs, sub_zero]
  -- the total charge is additive
  have hQ : totalCharge (fun s => ρ s - g s) = totalCharge ρ - totalCharge g := by
    unfold totalCharge
    rw [tail_integral (f := fun s => (ρ s - g s) * s ^ 2) (a := a)
        (fun s hs => by simp [hd s hs]) 0,
      tail_integral (f := fun s => ρ s * s ^ 2) (a := a) (fun s hs => by simp [hρ s hs]) 0,
      tail_integral (f := fun s => g s * s ^ 2) (a := a) (fun s hs => by simp [hg s hs]) 0,
      ← mul_sub, ← intervalIntegral.integral_sub
        ((hρc.mul (continuous_id.pow 2)).intervalIntegrable 0 a)
        ((hgc.mul (continuous_id.pow 2)).intervalIntegrable 0 a)]
    simp only [sub_mul]
  constructor
  · intro h
    have h1 := h a le_rfl
    rw [exterior_potential ha hd le_rfl, hQ, div_eq_zero_iff] at h1
    exact sub_eq_zero.mp (h1.resolve_right ha.ne')
  · intro h r hr
    rw [exterior_potential ha hd hr, hQ, h, sub_self, zero_div]

end

end CompensationCharges
```

The error:

```
Main.lean:68:17: error: Tactic `rewrite` failed: Did not find an occurrence of the pattern
  ∫ (x : ℝ) in 0..a, (ρ * id ^ 2) x ∂?m.208 - ∫ (x : ℝ) in 0..a, (g * id ^ 2) x ∂?m.208
in the target expression
  4 * Real.pi * ∫ (s : ℝ) in 0..a, (ρ s - g s) * s ^ 2 =
    4 * Real.pi * ((∫ (s : ℝ) in 0..a, ρ s * s ^ 2) - ∫ (s : ℝ) in 0..a, g s * s ^ 2)

ρ g : ℝ → ℝ
a : ℝ
ha : 0 < a
hρc : Continuous ρ
hgc : Continuous g
hρ : ∀ (s : ℝ), a < s → ρ s = 0
hg : ∀ (s : ℝ), a < s → g s = 0
hd : ∀ (s : ℝ), a < s → ρ s - g s = 0
⊢ 4 * Real.pi * ∫ (s : ℝ) in 0..a, (ρ s - g s) * s ^ 2 =
    4 * Real.pi * ((∫ (s : ℝ) in 0..a, ρ s * s ^ 2) - ∫ (s : ℝ) in 0..a, g s * s ^ 2)
```

What went wrong. The error says that the backward rewrite with `intervalIntegral.integral_sub` found no instance of its pattern. The lemma takes its integrands from the integrability proofs it is given. Here those were built from `Continuous.mul` and `continuous_id.pow 2`, so the integrands came out as `(ρ * id ^ 2) x` and `(g * id ^ 2) x`, products and powers of functions applied to a point. The goal has `ρ s * s ^ 2` and `g s * s ^ 2`. These are equal by definition, but seeing it requires unfolding the pointwise operations and `id`, and `rw` does not unfold `id` when matching its pattern.

The repair states the integrability facts beforehand as `i1` and `i2`, with the integrands written as in the goal and the measure given as `volume`. The same proofs are accepted for them, because checking a term against a stated type allows the unfolding needed. With `i1` and `i2` as arguments, the pattern of `intervalIntegral.integral_sub` has the goal's own form, and the rewrite succeeds.

This version goes through:

```diff
@@ -59,4 +59,8 @@
     (∀ r, a ≤ r → potential (fun s => ρ s - g s) r = 0) ↔ totalCharge ρ = totalCharge g := by
   have hd : ∀ s, a < s → ρ s - g s = 0 := fun s hs => by rw [hρ s hs, hg s hs, sub_zero]
+  have i1 : IntervalIntegrable (fun s => ρ s * s ^ 2) volume 0 a :=
+    (hρc.mul (continuous_id.pow 2)).intervalIntegrable 0 a
+  have i2 : IntervalIntegrable (fun s => g s * s ^ 2) volume 0 a :=
+    (hgc.mul (continuous_id.pow 2)).intervalIntegrable 0 a
   -- the total charge is additive
   have hQ : totalCharge (fun s => ρ s - g s) = totalCharge ρ - totalCharge g := by
@@ -66,7 +70,5 @@
       tail_integral (f := fun s => ρ s * s ^ 2) (a := a) (fun s hs => by simp [hρ s hs]) 0,
       tail_integral (f := fun s => g s * s ^ 2) (a := a) (fun s hs => by simp [hg s hs]) 0,
-      ← mul_sub, ← intervalIntegral.integral_sub
-        ((hρc.mul (continuous_id.pow 2)).intervalIntegrable 0 a)
-        ((hgc.mul (continuous_id.pow 2)).intervalIntegrable 0 a)]
+      ← mul_sub, ← intervalIntegral.integral_sub i1 i2]
     simp only [sub_mul]
   constructor
```
